# For nonzero mass and commuting derivatives, four-component Klein–Gordon solutions split into two Dirac solution spaces

To write down a free-electron spinor of momentum $p$, one can take any constant column $\chi$ of four numbers and multiply it by $\not p+m$, where $\not p=\sum_\mu\gamma^\mu p_\mu$. If $p_0^2-p_1^2-p_2^2-p_3^2=m^2$, the product $u=(\not p+m)\chi$ satisfies $(\not p-m)u=0$. For some columns $\chi$ the product is zero, and another column must be chosen. For $m\neq0$ this recipe reaches every solution, and exactly two of them are linearly independent.

The recipe also works when each $p_\mu$ is replaced by $i\,d_\mu$, for any four commuting linear operators $d_\mu$, such as the partial derivatives $\partial_\mu$ on smooth functions. In place of the mass-shell condition on $p$, the column $\chi$ must then solve the Klein–Gordon equation, and the number of independent solutions need not be two. Units are $\hbar=c=1$.

## Fields, matrices and operators

```lean
import Mathlib

open Matrix
open Complex (I)

namespace FreeDirac

noncomputable section

variable {M : Type*} [AddCommGroup M] [Module ℂ M]
```

`M` is a complex vector space, whose elements are the possible values of one spinor component: smooth functions on spacetime, for instance, or plain numbers. The square brackets tell Lean that `M` has addition and multiplication by complex scalars. No norm or inner product is assumed.

```lean
/-- The gamma matrices `γ^μ` in the chiral representation. -/
def gamma : Fin 4 → Matrix (Fin 4) (Fin 4) ℂ :=
  ![!![0, 0, 1, 0; 0, 0, 0, 1; 1, 0, 0, 0; 0, 1, 0, 0],
    !![0, 0, 0, 1; 0, 0, 1, 0; 0, -1, 0, 0; -1, 0, 0, 0],
    !![0, 0, 0, -I; 0, 0, I, 0; 0, I, 0, 0; -I, 0, 0, 0],
    !![0, 0, 1, 0; 0, 0, 0, -1; -1, 0, 0, 0; 0, 1, 0, 0]]
```

These are the chiral gamma matrices, in $2\times2$ blocks

$$\gamma^0=\begin{pmatrix}0&1\\1&0\end{pmatrix},\qquad \gamma^k=\begin{pmatrix}0&\sigma_k\\-\sigma_k&0\end{pmatrix},$$

with $\sigma_k$ the Pauli matrices. `Fin 4` is the index set $\{0,1,2,3\}$, used both for $\mu$ and for the spinor components. The theorems concern this one representation.

```lean
/-- The chirality matrix `γ⁵ = i γ⁰ γ¹ γ² γ³`. -/
def gamma5 : Matrix (Fin 4) (Fin 4) ℂ := I • (gamma 0 * gamma 1 * gamma 2 * gamma 3)
```

This is $\gamma^5=i\gamma^0\gamma^1\gamma^2\gamma^3$. The symbol `•` multiplies by a scalar.

```lean
/-- The action of `γ⁵` on four-component fields. -/
def chir (M : Type*) [AddCommGroup M] [Module ℂ M] : Module.End ℂ (Fin 4 → M) :=
  LinearMap.pi fun a => ∑ b, gamma5 a b • LinearMap.proj b
```

A four-component field is a function `Fin 4 → M`, written $\psi=(\psi_0,\psi_1,\psi_2,\psi_3)$. `Module.End` is the type of linear maps from a space to itself. `LinearMap.proj b` picks out $\psi_b$, and `LinearMap.pi` assembles four components into a field, so `chir M` is $(\gamma^5\psi)_a=\sum_b\gamma^5_{ab}\psi_b$.

```lean
/-- The slash operator, the sum of `γ^μ d_μ`, on four-component fields. -/
def dslash (d : Fin 4 → Module.End ℂ M) : Module.End ℂ (Fin 4 → M) :=
  LinearMap.pi fun a => ∑ μ, ∑ b, gamma μ a b • (d μ ∘ₗ LinearMap.proj b)
```

In the same way, `dslash d` is $(\not d\psi)_a=\sum_{\mu,b}\gamma^\mu_{ab}\,d_\mu\psi_b$. The matrices act on the spinor index, and the $d_\mu$ act inside each component.

```lean
/-- The wave operator `□ = d₀² - d₁² - d₂² - d₃²`. -/
def box (d : Fin 4 → Module.End ℂ M) : Module.End ℂ M :=
  d 0 * d 0 - d 1 * d 1 - d 2 * d 2 - d 3 * d 3
```

The wave operator is $\Box=d_0^2-d_1^2-d_2^2-d_3^2$, which fixes the metric signature $(+,-,-,-)$. Multiplication of endomorphisms is composition.

```lean
/-- The Dirac operator `i dslash - m`; at `-m` it is `i dslash + m`. -/
def diracOp (d : Fin 4 → Module.End ℂ M) (m : ℂ) : Module.End ℂ (Fin 4 → M) :=
  I • dslash d - m • 1
```

Write $D_m=i\not d-m$ for `diracOp d m`. Then $D_{-m}=i\not d+m$. The mass is allowed to be any complex number.

```lean
/-- The Klein-Gordon operator `□ + m²` acting on each of the four components. -/
def kgOp (d : Fin 4 → Module.End ℂ M) (m : ℂ) : Module.End ℂ (Fin 4 → M) :=
  LinearMap.pi fun a => (box d + m ^ 2 • 1) ∘ₗ LinearMap.proj a
```

`kgOp d m` applies $\Box+m^2$ to each component separately. Its kernel $K$ is the space of four-component Klein–Gordon solutions.

## Squaring the slash operator

```lean
variable {d : Fin 4 → Module.End ℂ M} {m : ℂ}

/-- The slash operator in components: it couples the upper pair to the lower pair. -/
theorem dslash_apply (ψ : Fin 4 → M) : dslash d ψ =
    ![d 0 (ψ 2) + d 3 (ψ 2) + d 1 (ψ 3) - I • d 2 (ψ 3),
      d 0 (ψ 3) - d 3 (ψ 3) + d 1 (ψ 2) + I • d 2 (ψ 2),
      d 0 (ψ 0) - d 3 (ψ 0) - d 1 (ψ 1) + I • d 2 (ψ 1),
      d 0 (ψ 1) + d 3 (ψ 1) - d 1 (ψ 0) - I • d 2 (ψ 0)] := by
  funext a
  fin_cases a <;> simp [dslash, gamma, Fin.sum_univ_four] <;> module
```

With $\psi=(\phi,\eta)$, $\phi=(\psi_0,\psi_1)$ and $\eta=(\psi_2,\psi_3)$, this theorem says

$$\not d\,(\phi,\eta)=\big((d_0+\sigma\cdot d)\,\eta,\ (d_0-\sigma\cdot d)\,\phi\big),\qquad \sigma\cdot d=\sum_{k=1}^3\sigma_k d_k .$$

By hand, one inserts the matrices and reads off the rows. Lean does the same: `fin_cases a` treats the four components in turn, `simp` evaluates the sums, and `module` matches the remaining terms.

```lean
/-- For commuting `d_μ` the slash operator squares to the wave operator. -/
theorem dslash_sq (hd : ∀ μ ν, d μ * d ν = d ν * d μ) (ψ : Fin 4 → M) :
    dslash d (dslash d ψ) = fun a => box d (ψ a) := by
  have c : ∀ μ ν x, d μ (d ν x) = d ν (d μ x) := fun μ ν x => LinearMap.congr_fun (hd μ ν) x
  simp only [dslash_apply]
  funext a
  fin_cases a <;>
    simp [box, smul_smul, smul_sub, c 1 0, c 2 0, c 3 0, c 2 1, c 3 1, c 3 2] <;> module
```

The hypothesis `hd` says $d_\mu d_\nu=d_\nu d_\mu$. Applying $\not d$ twice to the upper pair gives

$$(d_0+\sigma\cdot d)(d_0-\sigma\cdot d)=d_0^2-[d_0,\sigma\cdot d]-(\sigma\cdot d)^2 .$$

The commutator vanishes. In $(\sigma\cdot d)^2$ the terms with $j\neq k$ cancel in pairs, because $\sigma_j\sigma_k=-\sigma_k\sigma_j$ while $d_jd_k=d_kd_j$. What remains is $d_1^2+d_2^2+d_3^2$, so the product is $\Box$. The lower pair has the factors in the other order and gives the same result. Hence $\not d^{\,2}=\Box$ on every component.

The tactic `module` carries this computation. It proves equations between linear combinations of vectors by collecting the coefficient of each vector and comparing coefficients with ordinary algebra. An expression such as `d 0 (d 1 (ψ 2))` is to it a single indivisible vector, different from the one with `d 0` and `d 1` exchanged. The six facts `c 1 0`, …, `c 3 2` therefore first put each pair of derivatives into a fixed order, and `simp` replaces $i^2$ by $-1$. After that the cancellation is a matter of coefficients.

The hypothesis excludes an electron in an electromagnetic field, whose covariant derivatives do not commute in general.

```lean
/-- For commuting `d_μ` the Dirac operators of opposite mass compose to minus the Klein-Gordon
operator. -/
theorem dirac_factor (hd : ∀ μ ν, d μ * d ν = d ν * d μ) (m : ℂ) (ψ : Fin 4 → M) :
    diracOp d m (diracOp d (-m) ψ) = -kgOp d m ψ := by
  have hk : kgOp d m ψ = dslash d (dslash d ψ) + m ^ 2 • ψ := by
    rw [dslash_sq hd]
    rfl
  rw [hk]
  simp only [diracOp, LinearMap.sub_apply, LinearMap.smul_apply, Module.End.one_apply,
    map_sub, map_smul, smul_sub, smul_smul, Complex.I_mul_I]
  module
```

This is the factorisation

$$D_mD_{-m}\psi=(i\not d-m)(i\not d+m)\psi=-\not d^{\,2}\psi+im\not d\psi-im\not d\psi-m^2\psi=-(\Box+m^2)\psi .$$

The auxiliary statement `hk` rewrites $\Box$ as $\not d^{\,2}$. The `simp only` call then expands the product, and `module` cancels the mixed terms.

## Chirality reverses the mass

```lean
/-- In the chiral representation `γ⁵` is diagonal with entries `-1, -1, 1, 1`. -/
theorem gamma5_eq : gamma5 = !![-1, 0, 0, 0; 0, -1, 0, 0; 0, 0, 1, 0; 0, 0, 0, 1] := by
  ext i j
  fin_cases i <;> fin_cases j <;>
    simp [gamma5, gamma]
```

In blocks, $\gamma^0\gamma^1=\mathrm{diag}(-\sigma_1,\sigma_1)$ and $\gamma^2\gamma^3=\mathrm{diag}(-i\sigma_1,-i\sigma_1)$. Multiplying them, and then by $i$, gives $\gamma^5=\mathrm{diag}(-1,-1,1,1)$. Lean checks all sixteen entries.

```lean
/-- `γ⁵` flips the sign of the upper two components of a field. -/
theorem chir_apply (ψ : Fin 4 → M) : chir M ψ = ![-ψ 0, -ψ 1, ψ 2, ψ 3] := by
  funext a
  fin_cases a <;> simp [chir, gamma5_eq, Fin.sum_univ_four]
```

On fields, therefore, $\gamma^5(\phi,\eta)=(-\phi,\eta)$.

```lean
/-- Applying `γ⁵` twice gives back the field. -/
theorem chir_chir (ψ : Fin 4 → M) : chir M (chir M ψ) = ψ := by
  simp only [chir_apply]
  funext a
  fin_cases a <;> simp
```

Two sign changes cancel, so $(\gamma^5)^2=1$. In particular, `chir M` is invertible.

```lean
/-- Moving `γ⁵` through the Dirac operator reverses the overall sign and the sign of the mass. -/
theorem dirac_chir (m : ℂ) (ψ : Fin 4 → M) :
    diracOp d (-m) (chir M ψ) = -chir M (diracOp d m ψ) := by
  have h : dslash d (chir M ψ) = -chir M (dslash d ψ) := by
    simp only [dslash_apply, chir_apply]
    funext a
    fin_cases a <;> simp <;> module
  simp only [diracOp, LinearMap.sub_apply, LinearMap.smul_apply, Module.End.one_apply,
    map_sub, map_smul, h]
  module
```

Since $\not d$ exchanges the upper and lower pairs, and $\gamma^5$ gives them opposite signs, $\not d\gamma^5=-\gamma^5\not d$. This is the inner statement `h`. It follows that

$$D_{-m}\gamma^5\psi=-\gamma^5\,i\not d\psi+m\gamma^5\psi=-\gamma^5D_m\psi .$$

Commuting derivatives are not needed here.

## The splitting

```lean
/-- For commuting `d_μ` and `m ≠ 0` the Klein-Gordon kernel is the direct sum of the kernels of `i
dslash - m` and `i dslash + m`; `γ⁵` maps the first onto the second, and `i dslash + m` maps the
Klein-Gordon kernel onto the first. -/
theorem kleinGordon_splits (hd : ∀ μ ν, d μ * d ν = d ν * d μ) (hm : m ≠ 0) :
    LinearMap.ker (diracOp d m) ⊔ LinearMap.ker (diracOp d (-m)) = LinearMap.ker (kgOp d m) ∧
    Disjoint (LinearMap.ker (diracOp d m)) (LinearMap.ker (diracOp d (-m))) ∧
    (LinearMap.ker (diracOp d m)).map (chir M) = LinearMap.ker (diracOp d (-m)) ∧
    (LinearMap.ker (kgOp d m)).map (diracOp d (-m)) = LinearMap.ker (diracOp d m) := by
  have h2 : 2 * m ≠ 0 := mul_ne_zero two_ne_zero hm
  have split : ∀ ψ, diracOp d (-m) ψ = diracOp d m ψ + (2 * m) • ψ := fun ψ => by
    simp only [diracOp, LinearMap.sub_apply, LinearMap.smul_apply, Module.End.one_apply]
    module
  have f1 := dirac_factor hd m
  -- the same factorisation with the two factors in the other order
  have f2 : ∀ ψ, diracOp d (-m) (diracOp d m ψ) = -kgOp d m ψ := fun ψ => by
    rw [← f1, split (diracOp d m ψ), split ψ, map_add, map_smul]
  have le1 : ∀ ψ, diracOp d m ψ = 0 → kgOp d m ψ = 0 := fun ψ h => by
    rw [← neg_eq_zero, ← f2, h, map_zero]
  have le2 : ∀ ψ, diracOp d (-m) ψ = 0 → kgOp d m ψ = 0 := fun ψ h => by
    rw [← neg_eq_zero, ← f1, h, map_zero]
  refine ⟨le_antisymm (sup_le le1 le2) fun χ hχ => ?_, ?_, le_antisymm ?_ fun φ hφ => ?_,
    le_antisymm ?_ fun ψ hψ => ?_⟩
  · -- the difference of the two Dirac operators is `2m`
    have h0 : kgOp d m χ = 0 := hχ
    have a1 : diracOp d (-m) χ ∈ LinearMap.ker (diracOp d m) := by
      rw [LinearMap.mem_ker, f1, h0, neg_zero]
    have a2 : diracOp d m χ ∈ LinearMap.ker (diracOp d (-m)) := by
      rw [LinearMap.mem_ker, f2, h0, neg_zero]
    refine Submodule.mem_sup.mpr ⟨_, Submodule.smul_mem _ (2 * m)⁻¹ a1, _,
      Submodule.smul_mem _ (-(2 * m)⁻¹) a2, ?_⟩
    rw [split, smul_add, inv_smul_smul₀ h2, neg_smul]
    abel
  · refine Submodule.disjoint_def.mpr fun ψ h h' => ?_
    have e := split ψ
    rw [LinearMap.mem_ker.mp h, LinearMap.mem_ker.mp h', zero_add] at e
    rw [← inv_smul_smul₀ h2 ψ, ← e, smul_zero]
  · rintro _ ⟨ψ, hψ, rfl⟩
    rw [LinearMap.mem_ker, dirac_chir, LinearMap.mem_ker.mp hψ, map_zero, neg_zero]
  · refine ⟨chir M φ, ?_, chir_chir φ⟩
    have e := dirac_chir (d := d) (-m) φ
    rw [neg_neg, LinearMap.mem_ker.mp hφ, map_zero, neg_zero] at e
    exact e
  · rintro _ ⟨χ, hχ, rfl⟩
    rw [LinearMap.mem_ker, f1, LinearMap.mem_ker.mp hχ, neg_zero]
  · refine ⟨(2 * m)⁻¹ • ψ, Submodule.smul_mem _ _ (le1 ψ hψ), ?_⟩
    rw [map_smul, split, LinearMap.mem_ker.mp hψ, zero_add, inv_smul_smul₀ h2]
```

The conclusion has four parts, joined by `∧` ("and"). `LinearMap.ker` is the kernel, `⊔` the sum of two subspaces, and `.map` the image of a subspace. `Disjoint` means that two subspaces share only the zero vector.

1. $\ker D_m+\ker D_{-m}=K$.
2. $\ker D_m\cap\ker D_{-m}=0$, so the sum is direct.
3. $\gamma^5$ maps $\ker D_m$ onto $\ker D_{-m}$.
4. $D_{-m}$ maps $K$ onto $\ker D_m$.

By hand, everything follows from the factorisation, the relation $D_{-m}\gamma^5=-\gamma^5D_m$ and one further identity, called `split` in the code:

$$D_{-m}=D_m+2m .$$

The two operators differ by a number, so they commute, and $D_{-m}D_m=-(\Box+m^2)$ as well (`f2`). Each Dirac kernel therefore lies in $K$ (`le1`, `le2`).

For the first part, take $\chi\in K$ and divide the identity by $2m$:

$$\chi=\frac{1}{2m}D_{-m}\chi-\frac{1}{2m}D_m\chi .$$

The first term is annihilated by $D_m$ and the second by $D_{-m}$, since both products equal $-(\Box+m^2)$. These memberships are `a1` and `a2`, and `Submodule.mem_sup` is the statement that a vector lies in a sum of subspaces exactly when it can be written as such a sum.

For the second part, if $D_m\psi=D_{-m}\psi=0$, the identity gives $2m\psi=0$, hence $\psi=0$.

For the third part, $D_m\psi=0$ implies $D_{-m}\gamma^5\psi=-\gamma^5D_m\psi=0$. Conversely, any $\varphi\in\ker D_{-m}$ is $\gamma^5(\gamma^5\varphi)$, and $\gamma^5\varphi\in\ker D_m$ by the same relation with $m$ replaced by $-m$.

For the fourth part, the factorisation shows that $D_{-m}$ sends $K$ into $\ker D_m$. If $\psi$ already lies in $\ker D_m$, then $D_{-m}\psi=2m\psi$, so $\psi=D_{-m}\big(\psi/(2m)\big)$ is reached.

In the code, `le_antisymm` proves an equality of subspaces from the two inclusions, and the bullets follow the order above.

## Counting solutions

```lean
/-- For commuting `d_μ` and `m ≠ 0`, if the Klein-Gordon kernel is finite-dimensional, so is the
Dirac kernel, and it has half the dimension. -/
theorem dirac_half_dimension (hd : ∀ μ ν, d μ * d ν = d ν * d μ) (hm : m ≠ 0)
    [FiniteDimensional ℂ (LinearMap.ker (kgOp d m))] :
    FiniteDimensional ℂ (LinearMap.ker (diracOp d m)) ∧
    Module.finrank ℂ (LinearMap.ker (kgOp d m)) =
      2 * Module.finrank ℂ (LinearMap.ker (diracOp d m)) := by
  obtain ⟨hs, hdis, hx, -⟩ := kleinGordon_splits hd hm
  have i1 : FiniteDimensional ℂ (LinearMap.ker (diracOp d m)) :=
    Submodule.finiteDimensional_of_le (le_sup_left.trans hs.le)
  have i2 : FiniteDimensional ℂ (LinearMap.ker (diracOp d (-m))) :=
    Submodule.finiteDimensional_of_le (le_sup_right.trans hs.le)
  have e := (Submodule.equivMapOfInjective (chir M)
    (Function.LeftInverse.injective chir_chir) (LinearMap.ker (diracOp d m))).finrank_eq
  rw [hx] at e
  have s := Submodule.finrank_sup_add_finrank_inf_eq
    (LinearMap.ker (diracOp d m)) (LinearMap.ker (diracOp d (-m)))
  rw [hs, hdis.eq_bot, finrank_bot] at s
  exact ⟨i1, by omega⟩
```

The bracketed hypothesis says that $K$ is finite-dimensional. This holds for plane-wave amplitudes at one fixed momentum, treated below, but not for smooth functions on all of spacetime, where plane waves of different momenta give infinitely many independent solutions. `Module.finrank` is the dimension as a natural number; it returns 0 for an infinite-dimensional space, which is why finiteness of the Dirac kernel is stated separately.

Both Dirac kernels are subspaces of $K$, hence finite-dimensional. As $\gamma^5$ is injective and maps one onto the other, their dimensions agree (`e`). The dimension formula for a sum of subspaces, with zero intersection, then gives (`s`)

$$\dim K=\dim\ker D_m+\dim\ker D_{-m}=2\dim\ker D_m .$$

The tactic `omega` does the final arithmetic with natural numbers.

```lean
/-- The derivatives acting on the amplitude of a plane wave `exp(-i p·x)`: multiplication
by `-i p_μ`. -/
def planeWave (p : Fin 4 → ℂ) (μ : Fin 4) : Module.End ℂ ℂ := (-I * p μ) • 1
```

For a plane wave $u\,e^{-ip\cdot x}$ with $p\cdot x=\sum_\mu p_\mu x^\mu$, differentiation multiplies the amplitude by $-ip_\mu$. So here `M` is $\mathbb C$, and $D_m$ becomes the matrix $\not p-m$.

```lean
/-- Plane-wave derivatives commute, and for a momentum on the mass shell with `m ≠ 0` the Dirac
equation has exactly two linearly independent spinor amplitudes. -/
theorem planeWave_witness (p : Fin 4 → ℂ) (hm : m ≠ 0)
    (h : p 0 ^ 2 - p 1 ^ 2 - p 2 ^ 2 - p 3 ^ 2 = m ^ 2) :
    (∀ μ ν, planeWave p μ * planeWave p ν = planeWave p ν * planeWave p μ) ∧
    Module.finrank ℂ (LinearMap.ker (diracOp (planeWave p) m)) = 2 := by
  have hd : ∀ μ ν, planeWave p μ * planeWave p ν = planeWave p ν * planeWave p μ := by
    intro μ ν
    refine LinearMap.ext fun x => ?_
    change (-I * p μ) * ((-I * p ν) * x) = (-I * p ν) * ((-I * p μ) * x)
    ring
  -- on the mass shell every amplitude solves the Klein-Gordon equation
  have k : LinearMap.ker (kgOp (planeWave p) m) = ⊤ := by
    refine LinearMap.ker_eq_top.mpr (LinearMap.ext fun ψ => funext fun a => ?_)
    change (-I * p 0) * ((-I * p 0) * ψ a) - (-I * p 1) * ((-I * p 1) * ψ a)
      - (-I * p 2) * ((-I * p 2) * ψ a) - (-I * p 3) * ((-I * p 3) * ψ a)
      + m ^ 2 * ψ a = 0
    linear_combination (p 0 ^ 2 - p 1 ^ 2 - p 2 ^ 2 - p 3 ^ 2) * ψ a * Complex.I_sq - ψ a * h
  have e := (dirac_half_dimension hd hm).2
  rw [k, finrank_top, Module.finrank_fin_fun] at e
  exact ⟨hd, by omega⟩

end

end FreeDirac
```

Hypothesis `h` is the mass-shell condition. It leaves the sign of $p_0$ open and even admits complex momenta. Multiplications by numbers commute, and for every amplitude $\psi\in\mathbb C^4$

$$(\Box+m^2)\psi=-(p_0^2-p_1^2-p_2^2-p_3^2)\psi+m^2\psi=0 .$$

Thus $K=\mathbb C^4$ (`k`, where `⊤` denotes the whole space), and half of four is two. For a free electron, with no external potential, these are the two spin states at given momentum and given sign of the energy.

The condition $m\neq0$ matters. Take $m=0$, $p_0=p_3=1$ and $p_1=p_2=0$, which is on the massless shell. Then $\not p\psi=(2\psi_2,0,0,2\psi_1)$, and both Dirac kernels are the same plane $\psi_1=\psi_2=0$. They are not disjoint, and their sum is not $K=\mathbb C^4$. With $m=0$ and $p=0$ the count fails too: $\not p$ vanishes, and the Dirac kernel has dimension four.

```lean
#print axioms FreeDirac.kleinGordon_splits
#print axioms FreeDirac.dirac_half_dimension
```

```
'FreeDirac.kleinGordon_splits' depends on axioms: [propext, Classical.choice, Quot.sound]
'FreeDirac.dirac_half_dimension' depends on axioms: [propext, Classical.choice, Quot.sound]
```
